# Zero components of a two-spin $J^2$, $J_z$ eigenvector are isolated along the line $m_1+m_2=M$

To compute the Clebsch–Gordan coefficients of two spins at fixed $J$ and $M$, one can set the coefficient with the lowest $m_1$ to 1, generate the others by a three-term recursion in $m_1$, and fix the normalisation and the overall sign at the end. The first step is allowed only if that coefficient is not zero. A later zero would be harmless if the one before it were nonzero, because the recursion could then step over it. Both conditions hold for every common eigenvector of total $J^2$ and $J_z$ of two spins.

## Two spins and the line of fixed $M$

Let the spins be $a/2$ and $b/2$, with $a,b$ natural numbers and $\hbar=1$. Number the levels of the first spin by $i=0,\dots,a$ and those of the second by $k=0,\dots,b$, so that
$$m_1=i-\tfrac a2,\qquad m_2=k-\tfrac b2 .$$
A state $\psi$ has components $\psi(i,k)$ in the product basis. The sites with $m_1+m_2=M$ are those with $i+k=M+(a+b)/2$. They form a line, ordered by $i$, on which a step to the next site raises $i$ by one and lowers $k$ by one.

For a spin $n/2$, the ladder operators connect levels $l$ and $l+1$ with amplitude
$$\alpha_n(l)=\sqrt{(l+1)(n-l)},$$
which is the usual $\sqrt{(j-m)(j+m+1)}$ with $j=n/2$ and $m=l-n/2$. It is positive for $0\le l<n$.

## What `zeros_isolated` says

The theorem takes a vector `ψ : Pair a b → ℂ` and three hypotheses: `hψ` says that it is nonzero, `hJ` that it is an eigenvector of total $J^2$ with eigenvalue `c`, and `hM` that it is an eigenvector of total $J_z$ with eigenvalue `M`. The conclusion has three parts:

- If `x` has weight $M$ and the smallest $i$ among all sites of weight $M$, then $\psi(x)\neq0$.
- The same holds for the largest $i$.
- If `x` and `y` have weight $M$ and $i_y=i_x+1$, then at least one of $\psi(x),\psi(y)$ is nonzero.

When the line has only one site, the first two parts coincide and the third is empty.

A site is a pair of type `Pair a b`, with `x.1` for $i$ and `x.2` for $k$; `weight x` is $m_1+m_2$. The matrices `spinZ`, `raise` and `lower` are the standard ones, with positive ladder amplitudes `amp`. Total operators are built by `total` as $A\otimes1+1\otimes B$, and `totalSq` is $J_z^2+\tfrac12(J_+J_-+J_-J_+)$. The numbers `c` and `M` have complex type in Lean, but the hypotheses can hold only for real values, since both matrices are Hermitian and $\psi\neq0$. The vector $\psi$ need not be normalised.

The file defines no 3j symbols. The link to them is the standard one: each allowed $J$ occurs once in the product of two spins, so for $c=J(J+1)$ and $|M|\le J$ the components of $\psi$ are the Clebsch–Gordan coefficients up to a common factor, and these differ from 3j symbols by nonzero factors. For codes that couple angular momenta in atomic or molecular structure, the result justifies the starting value and the step over a zero in a recursion over $m_1$ for two spins; it does not address recursions over $J$ or the growth of rounding errors.

## Total $J^2$ couples only neighbours

Write $J=J_1+J_2$. The square of $J_z$ contributes the cross term $2J_{1z}J_{2z}$. The ladder part contributes
$$\tfrac12\left(J_{1+}J_{2-}+J_{2+}J_{1-}+J_{1-}J_{2+}+J_{2-}J_{1+}\right)=J_{1+}J_{2-}+J_{1-}J_{2+},$$
since operators of different spins commute. Hence
$$J^2=J_1^2+J_2^2+2J_{1z}J_{2z}+J_{1+}J_{2-}+J_{1-}J_{2+}.$$

The one-spin squares are diagonal, because $J_+J_-$ and $J_-J_+$ return each level to itself. The first three terms therefore give a diagonal entry $D(i,k)$, and the last two move one step along the line. The eigenvalue equation at $(i,k)$ reads
$$\alpha_a(i)\,\alpha_b(k-1)\,\psi(i+1,k-1)+\alpha_a(i-1)\,\alpha_b(k)\,\psi(i-1,k+1)=\bigl(c-D(i,k)\bigr)\psi(i,k),$$
where a term is omitted if its site does not exist. Between existing neighbours the product of amplitudes is nonzero. This is the three-term recursion.

## A zero has two nonzero neighbours

Suppose $\psi(s)\ne0$ and $\psi(x)=0$ for two sites on the same line. Then $x$ has a neighbour on each side, and both neighbours are nonzero. The proof is by induction on the distance between $x$ and $s$.

Distance zero is impossible, since it would make $x=s$. Otherwise let $w$ be the neighbour of $x$ on the side of $s$; it is one step closer to $s$. If $\psi(w)$ were zero, the induction hypothesis would make both neighbours of $w$ nonzero. But $x$ is one of them, and $\psi(x)=0$. So $\psi(w)\ne0$.

In the eigenvalue equation at $x$ the right-hand side vanishes, while the term from $w$ does not. Another term must cancel it, so $x$ has a second neighbour $v$ with $\psi(v)\ne0$, and $v$ lies on the other side.

It remains to use $J_z$. Its eigenvalue equation is $(m_1+m_2-M)\psi(i,k)=0$, so nonzero components occur only on the line of weight $M$. As $\psi\ne0$, there is such a component, and it serves as $s$. A zero at the first site would need a neighbour with smaller $i$, and a zero at the last site one with larger $i$; neither exists. If an interior site is zero, the next site is nonzero, so two neighbours cannot both vanish.

## A $J_z$ eigenstate with two adjacent zeros

Without the $J^2$ equation the conclusion fails. Take two spins 1 and the product state with $m_1=1$, $m_2=-1$. It is a $J_z$ eigenvector with $M=0$, and its components at $m_1=-1,0,1$ are $0,0,1$. The first component vanishes, and so do two neighbours. The state is not an eigenvector of $J^2$: applying $J^2$ produces the component $\alpha_2(1)\alpha_2(0)=2$ at $m_1=0$, where the state itself has none.

## The definitions and theorems in Lean

```lean
import Mathlib

open Matrix
open scoped Kronecker

namespace WignerIsolatedZeros

noncomputable section

/-- The ladder amplitude `√((l+1)(n-l))` between levels `l` and `l+1` of a spin `n/2`, for `l < n`.
-/
def amp (n l : ℕ) : ℂ := ((√(((l : ℝ) + 1) * ((n : ℝ) - l)) : ℝ) : ℂ)

/-- `J_z` of a spin `n/2`; level `i` has projection `m = i - n/2`. -/
def spinZ (n : ℕ) : Matrix (Fin (n + 1)) (Fin (n + 1)) ℂ :=
  Matrix.diagonal fun i => (i.val : ℂ) - n / 2

/-- The raising operator `J₊` of a spin `n/2`. -/
def raise (n : ℕ) : Matrix (Fin (n + 1)) (Fin (n + 1)) ℂ :=
  Matrix.of fun i k => if i.val = k.val + 1 then amp n k.val else 0

/-- The lowering operator `J₋` of a spin `n/2`. -/
def lower (n : ℕ) : Matrix (Fin (n + 1)) (Fin (n + 1)) ℂ :=
  Matrix.of fun i k => if k.val = i.val + 1 then amp n i.val else 0

/-- `J² = J_z² + (J₊J₋ + J₋J₊)/2` of a single spin `n/2`. -/
def spinSq (n : ℕ) : Matrix (Fin (n + 1)) (Fin (n + 1)) ℂ :=
  spinZ n * spinZ n + (1 / 2 : ℂ) • (raise n * lower n + lower n * raise n)

/-- Labels of the product basis of the spins `a/2` and `b/2`. -/
abbrev Pair (a b : ℕ) := Fin (a + 1) × Fin (b + 1)

variable {a b : ℕ}

/-- The sum `A ⊗ 1 + 1 ⊗ B` of one-spin operators. -/
def total (A : Matrix (Fin (a + 1)) (Fin (a + 1)) ℂ)
    (B : Matrix (Fin (b + 1)) (Fin (b + 1)) ℂ) : Matrix (Pair a b) (Pair a b) ℂ :=
  A ⊗ₖ 1 + 1 ⊗ₖ B

/-- Total `J_z` of the spins `a/2` and `b/2`. -/
def totalZ (a b : ℕ) := total (spinZ a) (spinZ b)

/-- Total `J² = J_z² + (J₊J₋ + J₋J₊)/2` of the spins `a/2` and `b/2`. -/
def totalSq (a b : ℕ) := totalZ a b * totalZ a b + (1 / 2 : ℂ) •
  (total (raise a) (raise b) * total (lower a) (lower b) +
    total (lower a) (lower b) * total (raise a) (raise b))

/-- The total projection `m₁ + m₂` of a product basis state. -/
def weight (x : Pair a b) : ℂ := ((x.1.val : ℂ) - a / 2) + ((x.2.val : ℂ) - b / 2)

/-- Neighbours: equal `m₁ + m₂`, and `m₁` differing by one. -/
def Adjacent (x y : Pair a b) : Prop :=
  x.1.val + x.2.val = y.1.val + y.2.val ∧ (x.1.val = y.1.val + 1 ∨ y.1.val = x.1.val + 1)

/-- `J² = J₁² + J₂² + 2 J_z⊗J_z + J₊⊗J₋ + J₋⊗J₊`. -/
theorem totalSq_split (a b : ℕ) : totalSq a b = spinSq a ⊗ₖ 1 + 1 ⊗ₖ spinSq b +
    (2 : ℂ) • (spinZ a ⊗ₖ spinZ b) + raise a ⊗ₖ lower b + lower a ⊗ₖ raise b := by
  simp only [totalSq, totalZ, total, spinSq, add_mul, mul_add, ← Matrix.mul_kronecker_mul,
    one_mul, mul_one, Matrix.add_kronecker, Matrix.kronecker_add, Matrix.smul_kronecker,
    Matrix.kronecker_smul]
  module

/-- Total `J²` couples two different product basis states exactly when they are neighbours. -/
theorem coupled_iff {x y : Pair a b} (h : x ≠ y) : totalSq a b x y ≠ 0 ↔ Adjacent x y := by
  -- the one-spin `J²` is diagonal
  have hd : ∀ (n : ℕ) (i k : Fin (n + 1)), i ≠ k → spinSq n i k = 0 := by
    intro n i k hik
    have hv : i.val ≠ k.val := fun e => hik (Fin.ext e)
    have h1 : (raise n * lower n) i k = 0 := by
      rw [Matrix.mul_apply]
      refine Finset.sum_eq_zero fun l _ => ?_
      simp only [raise, lower, Matrix.of_apply]
      split_ifs <;> first | omega | simp
    have h2 : (lower n * raise n) i k = 0 := by
      rw [Matrix.mul_apply]
      refine Finset.sum_eq_zero fun l _ => ?_
      simp only [raise, lower, Matrix.of_apply]
      split_ifs <;> first | omega | simp
    simp [spinSq, spinZ, h1, h2, hik]
  have h1 : totalSq a b x y =
      raise a x.1 y.1 * lower b x.2 y.2 + lower a x.1 y.1 * raise b x.2 y.2 := by
    rw [totalSq_split]
    by_cases e : x.1 = y.1
    · have e2 : x.2 ≠ y.2 := fun e' => h (Prod.ext e e')
      simp [spinZ, Matrix.kroneckerMap_apply, Matrix.one_apply, Matrix.diagonal_apply,
        hd _ _ _ e2, e2]
    · simp [spinZ, Matrix.kroneckerMap_apply, Matrix.one_apply, Matrix.diagonal_apply,
        hd _ _ _ e, e]
  have hamp : ∀ n l : ℕ, l < n → amp n l ≠ 0 := by
    intro n l hl
    have hl' : (l : ℝ) < n := by exact_mod_cast hl
    exact Complex.ofReal_ne_zero.mpr
      (Real.sqrt_pos.mpr (mul_pos (by positivity) (by linarith))).ne'
  have b1 := x.1.isLt
  have b2 := x.2.isLt
  have b3 := y.1.isLt
  have b4 := y.2.isLt
  rw [h1]
  simp only [raise, lower, Matrix.of_apply]
  constructor
  · intro hne
    by_contra hA
    unfold Adjacent at hA
    apply hne
    split_ifs <;> first | omega | simp
  · rintro ⟨s, e | e⟩
    · rw [if_pos e, if_pos (by omega), if_neg (by omega), zero_mul, add_zero]
      exact mul_ne_zero (hamp _ _ (by omega)) (hamp _ _ (by omega))
    · rw [if_neg (by omega), zero_mul, zero_add, if_pos e, if_pos (by omega)]
      exact mul_ne_zero (hamp _ _ (by omega)) (hamp _ _ (by omega))

variable {ψ : Pair a b → ℂ} {c M : ℂ}

/-- If a component of a `J²` eigenvector vanishes while another one at the same `m₁ + m₂`
does not, then it has a neighbour on either side, and both are nonzero. -/
theorem zero_between (hJ : totalSq a b *ᵥ ψ = c • ψ) {s : Pair a b} (hs : ψ s ≠ 0)
    (x : Pair a b) (hx : ψ x = 0) (hl : x.1.val + x.2.val = s.1.val + s.2.val) :
    ∃ y z : Pair a b, (Adjacent x y ∧ x.1.val = y.1.val + 1 ∧ ψ y ≠ 0) ∧
      (Adjacent x z ∧ z.1.val = x.1.val + 1 ∧ ψ z ≠ 0) := by
  obtain ⟨d, hd⟩ : ∃ d, s.1.val = x.1.val + d ∨ x.1.val = s.1.val + d :=
    ⟨s.1.val - x.1.val + (x.1.val - s.1.val), by omega⟩
  induction d generalizing x with
  | zero =>
    have e : x = s := Prod.ext (Fin.ext (by omega)) (Fin.ext (by omega))
    exact absurd (e ▸ hx) hs
  | succ d ih =>
    have b1 := s.1.isLt
    have b2 := s.2.isLt
    have b3 := x.1.isLt
    have b4 := x.2.isLt
    -- `w` is the next site towards `s`
    obtain ⟨w, ⟨p, q⟩, hwd⟩ : ∃ w : Pair a b, Adjacent x w ∧
        (s.1.val = w.1.val + d ∨ w.1.val = s.1.val + d) := by
      rcases hd with e | e
      · refine ⟨(⟨x.1.val + 1, by omega⟩, ⟨x.2.val - 1, by omega⟩), ⟨?_, Or.inr rfl⟩,
          Or.inl ?_⟩
        · show x.1.val + x.2.val = x.1.val + 1 + (x.2.val - 1)
          omega
        · show s.1.val = x.1.val + 1 + d
          omega
      · refine ⟨(⟨x.1.val - 1, by omega⟩, ⟨x.2.val + 1, by omega⟩), ⟨?_, Or.inl ?_⟩,
          Or.inr ?_⟩
        · show x.1.val + x.2.val = x.1.val - 1 + (x.2.val + 1)
          omega
        · show x.1.val = x.1.val - 1 + 1
          omega
        · show x.1.val - 1 = s.1.val + d
          omega
    -- were `w` a zero, its neighbour `x` would be nonzero
    have hw : ψ w ≠ 0 := by
      intro h0
      obtain ⟨y, z, ⟨⟨y1, _⟩, y2, y3⟩, ⟨z1, _⟩, z2, z3⟩ := ih w h0 (by omega) hwd
      rcases q with q | q
      · have e : z = x := Prod.ext (Fin.ext (by omega)) (Fin.ext (by omega))
        exact z3 (by rw [e, hx])
      · have e : y = x := Prod.ext (Fin.ext (by omega)) (Fin.ext (by omega))
        exact y3 (by rw [e, hx])
    -- the eigenvalue equation at `x` needs a second nonzero neighbour
    obtain ⟨v, ⟨r, t⟩, hvw, hv⟩ : ∃ v, Adjacent x v ∧ v ≠ w ∧ ψ v ≠ 0 := by
      by_contra hcon
      have side : ∀ v, v ≠ w → totalSq a b x v * ψ v = 0 := by
        intro v hv
        by_cases e : v = x
        · rw [e, hx, mul_zero]
        by_contra hne
        have h2 := mul_ne_zero_iff.mp hne
        exact hcon ⟨v, (coupled_iff (Ne.symm e)).mp h2.1, hv, h2.2⟩
      have hsum := congrFun hJ x
      rw [Pi.smul_apply, hx, smul_zero] at hsum
      have hxw : x ≠ w := fun e => hw (by rw [← e, hx])
      exact mul_ne_zero ((coupled_iff hxw).mpr ⟨p, q⟩) hw
        ((Fintype.sum_eq_single w side).symm.trans hsum)
    have hne : v.1.val ≠ w.1.val := fun e =>
      hvw (Prod.ext (Fin.ext e) (Fin.ext (by omega)))
    rcases q with q | q
    · exact ⟨w, v, ⟨⟨p, Or.inl q⟩, q, hw⟩, ⟨r, t⟩, by omega, hv⟩
    · exact ⟨v, w, ⟨⟨r, t⟩, by omega, hv⟩, ⟨p, Or.inr q⟩, q, hw⟩

/-- An eigenvector of total `J_z` with eigenvalue `M` has nonzero components only at
`m₁ + m₂ = M`. -/
theorem weight_eq (hM : totalZ a b *ᵥ ψ = M • ψ) {x : Pair a b} (hx : ψ x ≠ 0) :
    weight x = M := by
  have hd : totalZ a b = Matrix.diagonal weight := by
    ext ⟨i, k⟩ ⟨i', k'⟩
    by_cases h1 : i = i' <;> by_cases h2 : k = k' <;>
      simp [totalZ, total, spinZ, weight, h1, h2]
  have h := congrFun hM x
  rw [hd, Matrix.mulVec_diagonal] at h
  exact mul_right_cancel₀ hx h

/-- Let `ψ ≠ 0` be a common eigenvector of total `J²` and `J_z`, the latter with eigenvalue `M`.
Among its components with `m₁ + m₂ = M`, ordered by `m₁`, the first and the last are nonzero,
and of two neighbours at least one is nonzero. -/
theorem zeros_isolated (hψ : ψ ≠ 0) (hJ : totalSq a b *ᵥ ψ = c • ψ)
    (hM : totalZ a b *ᵥ ψ = M • ψ) :
    (∀ x : Pair a b, weight x = M → (∀ y : Pair a b, weight y = M → x.1 ≤ y.1) → ψ x ≠ 0) ∧
    (∀ x : Pair a b, weight x = M → (∀ y : Pair a b, weight y = M → y.1 ≤ x.1) → ψ x ≠ 0) ∧
    (∀ x y : Pair a b, weight x = M → weight y = M → y.1.val = x.1.val + 1 →
      ψ x ≠ 0 ∨ ψ y ≠ 0) := by
  have line : ∀ x y : Pair a b, weight x = M → weight y = M →
      x.1.val + x.2.val = y.1.val + y.2.val := by
    intro x y hx hy
    unfold weight at hx hy
    have h : (x.1.val : ℂ) + x.2.val = y.1.val + y.2.val := by linear_combination hx - hy
    exact_mod_cast h
  obtain ⟨s, hs⟩ := Function.ne_iff.mp hψ
  have hsM := weight_eq hM hs
  refine ⟨fun x hx hmin h0 => ?_, fun x hx hmax h0 => ?_, fun x y hx hy hxy => ?_⟩
  · obtain ⟨y, _, ⟨_, h1, hy⟩, _⟩ := zero_between hJ hs x h0 (line x s hx hsM)
    have : x.1.val ≤ y.1.val := hmin y (weight_eq hM hy)
    omega
  · obtain ⟨_, z, _, _, h1, hz⟩ := zero_between hJ hs x h0 (line x s hx hsM)
    have : z.1.val ≤ x.1.val := hmax z (weight_eq hM hz)
    omega
  · refine or_iff_not_imp_left.mpr fun h => ?_
    obtain ⟨_, z, _, _, h1, hz⟩ := zero_between hJ hs x (not_not.mp h) (line x s hx hsM)
    have l := line z y (weight_eq hM hz) hy
    have e : z = y := Prod.ext (Fin.ext (by omega)) (Fin.ext (by omega))
    rwa [← e]

end

end WignerIsolatedZeros
```

```lean
#print axioms WignerIsolatedZeros.zeros_isolated
-- 'WignerIsolatedZeros.zeros_isolated' depends on axioms: [propext, Classical.choice, Quot.sound]
```

## From the coupling rule to the three conclusions

`totalSq_split` is the decomposition of $J^2$. The `simp only` call expands the products, using `Matrix.mul_kronecker_mul` to multiply tensor products factor by factor, and `module` collects the terms.

`coupled_iff` says that the entry of $J^2$ between two different sites is nonzero exactly when they are `Adjacent`. Inside it, `hd` shows that the one-spin square is diagonal, `h1` reduces the entry to the two ladder terms, and `hamp` shows that the amplitudes are nonzero for `l < n`. The case splits then compare levels, with `omega` settling the integer conditions.

`zero_between` is the induction on distance. The number `d` is the distance from `x` to `s`, and `generalizing x` lets the induction hypothesis be applied to the neighbour `w`. The step has the same two halves as above. First, `hw` proves $\psi(w)\ne0$. Then the second nonzero neighbour `v` is found by contradiction: if there were none, `side` would make every term of the eigenvalue equation at `x` vanish except the one from `w`, and `Fintype.sum_eq_single` would reduce the sum to that term, which is nonzero but would have to equal zero. The final lines sort `w` and `v` into the lower and the upper neighbour.

`weight_eq` writes total $J_z$ as a diagonal matrix and cancels the nonzero component from its eigenvalue equation.

In `zeros_isolated`, the step `line` turns equal weights into equal sums $i+k$, and `Function.ne_iff` supplies the nonzero component `s`. Each of the three parts then applies `zero_between` to a supposed zero. For the ends, the neighbour it returns contradicts minimality or maximality of $i$. For a pair, the upper neighbour it returns is identified with `y`, which is therefore nonzero.
